# An antiderivative of x/√(w² − (x − m)²) between the zeros of the radicand

For real m, w and x with w > 0 and m − w < x < m + w, the theorem states that √(w² − (x − m)²) is positive and that m·arcsin((x − m)/w) − √(w² − (x − m)²) has derivative x/√(w² − (x − m)²) at x. This is a statement of real calculus: it assumes no Hamiltonian, quantum state or other physical model, and the endpoints, where the radicand vanishes, are excluded. The attempt first proves the radicand positive, then differentiates the arcsine term by the chain rule and the square-root term through its radicand. It then combines the two derivatives and simplifies the result algebraically.

This version doesn't compile in Lean 4 with Mathlib:

```lean
import Mathlib

open Real Set MeasureTheory intervalIntegral

namespace LandeSpinOrbitScaling

noncomputable section

/-- Antiderivative of `x / √(w² - (x - m)²)`. -/
def arch (m w x : ℝ) : ℝ := m * Real.arcsin ((x - m) / w) - √(w ^ 2 - (x - m) ^ 2)

/-- Inside the interval of half-width `w` around `m` the radicand is positive, and `arch`
has derivative `x / √(w² - (x - m)²)`. -/
theorem arch_hasDerivAt {m w x : ℝ} (hw : 0 < w) (h1 : m - w < x) (h2 : x < m + w) :
    0 < √(w ^ 2 - (x - m) ^ 2) ∧
      HasDerivAt (arch m w) (x / √(w ^ 2 - (x - m) ^ 2)) x := by
  have hS : 0 < w ^ 2 - (x - m) ^ 2 := by
    nlinarith [mul_pos (sub_pos.2 h1) (sub_pos.2 h2)]
  have hs0 := Real.sqrt_pos.2 hS
  refine ⟨hs0, ?_⟩
  have hu : HasDerivAt (fun y : ℝ => (y - m) / w) (1 / w) x :=
    ((hasDerivAt_id' x).sub_const m).div_const w
  have n1 : (x - m) / w ≠ -1 := by
    intro h
    rw [div_eq_iff hw.ne'] at h
    linarith
  have n2 : (x - m) / w ≠ 1 := by
    intro h
    rw [div_eq_iff hw.ne'] at h
    linarith
  have ha : HasDerivAt (fun y : ℝ => Real.arcsin ((y - m) / w))
      (1 / √(1 - ((x - m) / w) ^ 2) * (1 / w)) x :=
    (Real.hasDerivAt_arcsin n1 n2).comp x hu
  have hq : HasDerivAt (fun y : ℝ => w ^ 2 - (y - m) ^ 2) (-(2 * (x - m))) x := by
    refine ((((hasDerivAt_id' x).sub_const m).fun_pow 2).const_sub (w ^ 2)).congr_deriv ?_
    norm_num
  have hs : HasDerivAt (fun y : ℝ => √(w ^ 2 - (y - m) ^ 2))
      (-(2 * (x - m)) / (2 * √(w ^ 2 - (x - m) ^ 2))) x := hq.sqrt hS.ne'
  have key : √(1 - ((x - m) / w) ^ 2) = √(w ^ 2 - (x - m) ^ 2) / w := by
    rw [show 1 - ((x - m) / w) ^ 2 = (w ^ 2 - (x - m) ^ 2) / w ^ 2 by field_simp,
      Real.sqrt_div hS.le, Real.sqrt_sq hw.le]
  rw [key] at ha
  refine HasDerivAt.congr_deriv (f := arch m w) ((ha.const_mul m).fun_sub hs) ?_
  generalize √(w ^ 2 - (x - m) ^ 2) = s at hs0 ⊢
  first | (field_simp; ring) | field_simp

end

end LandeSpinOrbitScaling
```

The error:

```
Main.lean:33:4: error: Type mismatch
  HasDerivAt.comp x ?m.340 hu
has type
  HasDerivAt (?m.337 ∘ fun y => (y - m) / w) (?m.339 * (1 / w)) x
but is expected to have type
  HasDerivAt (fun y => arcsin ((y - m) / w)) (1 / √(1 - ((x - m) / w) ^ 2) * (1 / w)) x
```

Fix (accepted with no message):

```diff
@@ -30,6 +30,7 @@
     linarith
   have ha : HasDerivAt (fun y : ℝ => Real.arcsin ((y - m) / w))
-      (1 / √(1 - ((x - m) / w) ^ 2) * (1 / w)) x :=
-    (Real.hasDerivAt_arcsin n1 n2).comp x hu
+      (1 / √(1 - ((x - m) / w) ^ 2) * (1 / w)) x := by
+    have h := HasDerivAt.comp (h₂ := Real.arcsin) x (Real.hasDerivAt_arcsin n1 n2) hu
+    exact h
   have hq : HasDerivAt (fun y : ℝ => w ^ 2 - (y - m) ^ 2) (-(2 * (x - m))) x := by
     refine ((((hasDerivAt_id' x).sub_const m).fun_pow 2).const_sub (w ^ 2)).congr_deriv ?_
@@ -43,5 +44,6 @@
   refine HasDerivAt.congr_deriv (f := arch m w) ((ha.const_mul m).fun_sub hs) ?_
   generalize √(w ^ 2 - (x - m) ^ 2) = s at hs0 ⊢
-  first | (field_simp; ring) | field_simp
+  field_simp
+  ring
 
 end
```

The one error is in the chain-rule step `ha`. `HasDerivAt.comp` yields a derivative for a composition written with `∘`, while `ha` asks for one of `fun y => arcsin ((y - m) / w)`. These are the same function once `∘` is unfolded, so the mathematics is sound. But in the message the outer function is still the unknown `?m.337` and its derivative the unknown `?m.339`: Lean was comparing the result with the expected type before it had settled what was being composed, and the match failed.

The repair names the outer function with `(h₂ := Real.arcsin)` and builds the composition as a separate fact `h`, with no expected type imposed on it. By the time `exact h` compares `h` with the goal, the functions are known, and Lean can accept the two forms as equal by definition.

The other change, replacing the `first` combinator at the end by plain `field_simp` and `ring`, is mere tidying; no message concerns it.
